# Lloyd's formula for finite Hermitian matrices: the phase of det(1 − G₀V) counts levels

Let \(H_0\) and \(V\) be Hermitian complex \(n\times n\) matrices and \(H=H_0+V\), with eigenvalues \(l^0_j\) of \(H_0\) and \(l_j\) of \(H\), repeated by multiplicity. For complex energy \(z\) set
\[ G_0(z)=(z-H_0)^{-1},\qquad D(z)=\det\big(1-G_0(z)V\big),\qquad \delta(z)=\sum_j\big[\arg(z-l_j)-\arg(z-l^0_j)\big], \]
with \(\arg\) in \((-\pi,\pi]\) and \(\arg 0=0\). Let \(N(E)\) and \(N_0(E)\) count the eigenvalues of \(H\) and \(H_0\) strictly below the real energy \(E\). For \(z\) off the spectrum of \(H_0\),
\[ D(z)=\frac{\prod_j(z-l_j)}{\prod_j(z-l^0_j)}=|D(z)|\,e^{i\delta(z)}, \]
and for real \(E\) off both spectra
\[ \lim_{\eta\downarrow0}\,-\frac1\pi\,\delta(E+i\eta)=N(E)-N_0(E),\qquad D(E)=|D(E)|\,e^{-i\pi(N(E)-N_0(E))}\neq0. \]
For arbitrary real \(E\) the limit is \(\bar N(E)-\bar N_0(E)\), where the midpoint count \(\bar N\) adds to \(N\) half the number of eigenvalues equal to \(E\).

## Where a code relies on it

A Green-function code for a defect or impurity can obtain the change in the integrated density of states from the phase of \(D(E+i\eta)\), followed in energy just above the real axis; for a finite one-particle Hamiltonian in an orthonormal basis, the statements above say what that phase converges to. A determinant routine returns the phase only modulo \(2\pi\), while the limit holds for \(\delta\), the sum of the separate arguments, so the code has to select the matching branch. At fixed \(\eta>0\), \(\delta(E+i\eta)\) is continuous in \(E\) and tends to 0 as \(E\to-\infty\), so following the phase of \(D\) continuously from there gives \(\delta\).

## Derivation

1. Diagonalise \(H=U\,\mathrm{diag}(l_j)\,U^\dagger\) with \(U\) unitary. Then \(z-H=U\,\mathrm{diag}(z-l_j)\,U^\dagger\) and \(\det(z-H)=\prod_j(z-l_j)\), and likewise for \(H_0\).

2. If \(z\neq l^0_j\) for all \(j\), then \(\det(z-H_0)\ne0\) and \((z-H_0)G_0=1\), so
\[ (z-H_0)(1-G_0V)=z-H_0-V=z-H. \]
Taking determinants gives \(\prod_j(z-l^0_j)\,D(z)=\prod_j(z-l_j)\), and division gives the quotient. Eigenvalues are real, so every nonreal \(z\) qualifies.

3. For complex numbers \(w_j=|w_j|e^{i\arg w_j}\) one has \(\prod_jw_j=|\prod_jw_j|\exp(i\sum_j\arg w_j)\). Applying this to numerator and denominator and dividing gives \(D=|D|e^{i\delta}\).

4. Take one real level \(l\) and the point \(E-l+i\eta\) with \(\eta>0\). For \(l<E\) it approaches the positive real axis, where \(\arg\) is continuous and equals 0. For \(l=E\) it is \(i\eta\), with argument \(\pi/2\) at every \(\eta\). For \(l>E\) it approaches the negative real axis from above and the argument tends to \(\pi\). With the weight \(s(E,l)=1,\tfrac12,0\) in these three cases, the limit is \(\pi(1-s(E,l))\).

5. By counting, \(\bar N(E)=\sum_js(E,l_j)\) and \(\bar N_0(E)=\sum_js(E,l^0_j)\). The sum in \(\delta\) is finite, so
\[ -\frac1\pi\delta(E+i\eta)\to-\sum_j\big[(1-s(E,l_j))-(1-s(E,l^0_j))\big]=\bar N(E)-\bar N_0(E). \]
The ones cancel because both matrices have \(n\) levels. Off both spectra no eigenvalue equals \(E\), and the bars drop.

6. At real \(E\) off both spectra, \(\arg(E-l)\) is exactly 0 or \(\pi\), again \(\pi(1-s(E,l))\). The same sum gives \(\delta(E)=-\pi(N-N_0)\), and step 3 gives the polar form. No factor of the quotient vanishes, so \(D(E)\neq0\).

## A two-level instance

Take \(H_0=\begin{pmatrix}0&1\\1&0\end{pmatrix}\), with levels \(\pm1\), and \(V=\mathrm{diag}(-\tfrac32,0)\). The characteristic polynomial of \(H\) is \(z^2+\tfrac32z-1\), with roots \(-2\) and \(\tfrac12\). The upper-left entry of \(G_0\) is \(z/(z^2-1)\), and since the second column of \(G_0V\) vanishes,
\[ D(z)=1+\frac{3}{2}\,\frac{z}{z^2-1}=\frac{(z+2)(z-\tfrac12)}{(z+1)(z-1)}. \]
At \(E=\tfrac34\), \(N=2\) and \(N_0=1\), and \(D=-\tfrac{11}{7}=\tfrac{11}{7}e^{-i\pi}\). With \(\eta=0.01\) the arguments are \(0.0036\) and \(0.0400\) for \(H\), and \(0.0057\) and \(\pi-0.0400\) for \(H_0\), so \(\delta\approx-\pi+0.0779\) and \(-\delta/\pi\approx0.975\), near the limit 1. The principal argument of the real number \(-\tfrac{11}{7}\) is \(+\pi\), which would give \(-1\). At \(E=\tfrac12\) the midpoint limit is \(\tfrac32-1=\tfrac12\).

## The file

```lean
import Mathlib

open Filter Topology Complex
open scoped Real

namespace LloydPhaseCounting

noncomputable section

variable {n : Type*} [Fintype n] [DecidableEq n] {H H0 V : Matrix n n ℂ}

/-- The Green matrix `(z - H)⁻¹` of a Hamiltonian `H` at complex energy `z`. -/
def green (H : Matrix n n ℂ) (z : ℂ) : Matrix n n ℂ := (z • (1 : Matrix n n ℂ) - H)⁻¹

/-- The scattering determinant `D(z) = det (1 - G0(z) V)`. -/
def lloydDet (H0 V : Matrix n n ℂ) (z : ℂ) : ℂ := (1 - green H0 z * V).det

/-- The total phase `δ(z) = ∑ⱼ [arg (z - lⱼ) - arg (z - l0ⱼ)]`, with `lⱼ` the eigenvalues
of `H0 + V` and `l0ⱼ` those of `H0`. -/
def phase (h0 : H0.IsHermitian) (hV : V.IsHermitian) (z : ℂ) : ℝ :=
  ∑ j, (arg (z - ((h0.add hV).eigenvalues j : ℂ)) - arg (z - (h0.eigenvalues j : ℂ)))

/-- The integrated density of states `N(E)`: the number of eigenvalues below `E`, with
multiplicity. -/
def countBelow (hH : H.IsHermitian) (E : ℝ) : ℕ :=
  (Finset.univ.filter fun j => hH.eigenvalues j < E).card

/-- The number of eigenvalues below `E` plus half the number of eigenvalues equal to `E`. -/
def midCount (hH : H.IsHermitian) (E : ℝ) : ℝ :=
  (countBelow hH E : ℝ) + 1 / 2 * ((Finset.univ.filter fun j => hH.eigenvalues j = E).card : ℝ)

/-- The step weight of a level `l` at energy `E`: 1, 1/2 or 0 for `l` below, at or above `E`. -/
def step (E l : ℝ) : ℝ := (if l < E then 1 else 0) + 1 / 2 * (if l = E then 1 else 0)

/-- For Hermitian `H`, `det (z - H)` is the product of `z - lⱼ` over the eigenvalues. -/
theorem det_sub_eq_prod (hH : H.IsHermitian) (z : ℂ) :
    (z • (1 : Matrix n n ℂ) - H).det = ∏ j, (z - (hH.eigenvalues j : ℂ)) := by
  have h := Matrix.eval_charpoly H z
  rw [hH.charpoly_eq, Polynomial.eval_prod] at h
  have hs : Matrix.scalar n z = z • (1 : Matrix n n ℂ) := by
    ext i j
    by_cases hij : i = j <;> simp [hij]
  rw [← hs, ← h]
  refine Finset.prod_congr rfl fun j _ => ?_
  rw [Polynomial.eval_sub, Polynomial.eval_X, Polynomial.eval_C]
  try rfl

/-- For `z` off the spectrum of `H0`, `D(z) = ∏ (z - lⱼ) / ∏ (z - l0ⱼ)`. -/
theorem lloydDet_eq_prod_div (h0 : H0.IsHermitian) (hV : V.IsHermitian) {z : ℂ}
    (hz : ∀ j, z ≠ (h0.eigenvalues j : ℂ)) :
    lloydDet H0 V z = (∏ j, (z - ((h0.add hV).eigenvalues j : ℂ))) /
      ∏ j, (z - (h0.eigenvalues j : ℂ)) := by
  have hne : ∏ j, (z - (h0.eigenvalues j : ℂ)) ≠ 0 :=
    Finset.prod_ne_zero_iff.2 fun j _ => sub_ne_zero.2 (hz j)
  have hu : IsUnit (z • (1 : Matrix n n ℂ) - H0).det := by
    rw [det_sub_eq_prod h0]
    exact isUnit_iff_ne_zero.2 hne
  -- (z - H0)(1 - G0 V) = z - H
  have key : (z • (1 : Matrix n n ℂ) - H0) * (1 - green H0 z * V)
      = z • (1 : Matrix n n ℂ) - (H0 + V) := by
    unfold green
    rw [mul_sub, mul_one, ← mul_assoc, Matrix.mul_nonsing_inv _ hu, one_mul, sub_sub]
  have hd := congrArg Matrix.det key
  rw [Matrix.det_mul, det_sub_eq_prod h0, det_sub_eq_prod (h0.add hV)] at hd
  rw [eq_div_iff hne, mul_comm]
  exact hd

/-- For nonreal `z`, `D(z) = ∏ (z - lⱼ) / ∏ (z - l0ⱼ)`. -/
theorem lloydDet_eq_prod_div_of_im_ne_zero (h0 : H0.IsHermitian) (hV : V.IsHermitian) {z : ℂ}
    (hz : z.im ≠ 0) :
    lloydDet H0 V z = (∏ j, (z - ((h0.add hV).eigenvalues j : ℂ))) /
      ∏ j, (z - (h0.eigenvalues j : ℂ)) :=
  lloydDet_eq_prod_div h0 hV fun j h => hz (by rw [h]; exact Complex.ofReal_im _)

/-- For `z` off the spectrum of `H0`, `D(z) = |D(z)| exp (i δ(z))`. -/
theorem lloydDet_polar (h0 : H0.IsHermitian) (hV : V.IsHermitian) {z : ℂ}
    (hz : ∀ j, z ≠ (h0.eigenvalues j : ℂ)) :
    lloydDet H0 V z = (‖lloydDet H0 V z‖ : ℂ) * Complex.exp ((phase h0 hV z : ℂ) * I) := by
  -- the arguments of the factors of a product add up
  have polar : ∀ w : n → ℂ, ∏ j, w j
      = (‖∏ j, w j‖ : ℂ) * Complex.exp ((∑ j, (arg (w j) : ℂ)) * I) := by
    intro w
    calc ∏ j, w j = ∏ j, ((‖w j‖ : ℂ) * Complex.exp ((arg (w j) : ℂ) * I)) :=
          Finset.prod_congr rfl fun j _ => (Complex.norm_mul_exp_arg_mul_I _).symm
      _ = _ := by
          rw [Finset.prod_mul_distrib, norm_prod, ← Complex.exp_sum, ← Finset.sum_mul,
            Complex.ofReal_prod]
  rw [lloydDet_eq_prod_div h0 hV hz]
  refine (congrArg₂ (fun a b : ℂ => a / b) (polar _) (polar _)).trans ?_
  unfold phase
  simp only [norm_div, Complex.ofReal_div, Complex.ofReal_sum, Complex.ofReal_sub,
    Finset.sum_sub_distrib, sub_mul, Complex.exp_sub]
  exact mul_div_mul_comm _ _ _ _

/-- As `η` decreases to 0, `arg (E + iη - l)` tends to `π (1 - step E l)`. -/
theorem tendsto_arg_level (E l : ℝ) :
    Tendsto (fun η : ℝ => arg ((E : ℂ) + η * I - l)) (𝓝[>] 0) (𝓝 (π * (1 - step E l))) := by
  have hc : Tendsto (fun η : ℝ => (E : ℂ) + η * I - l) (𝓝[>] 0) (𝓝 ((E : ℂ) - l)) := by
    have hcont : Continuous (fun η : ℝ => (E : ℂ) + η * I - l) := by fun_prop
    have h := (hcont.tendsto 0).mono_left (nhdsWithin_le_nhds (s := Set.Ioi 0))
    simpa using h
  rcases lt_trichotomy l E with h | h | h
  · -- level below E: arg is continuous on the positive real axis
    have hs : step E l = 1 := by simp [step, h, h.ne]
    have ha : arg ((E : ℂ) - l) = 0 :=
      Complex.arg_eq_zero_iff.2 ⟨by simpa using h.le, by simp⟩
    have hm : (E : ℂ) - l ∈ slitPlane :=
      Complex.mem_slitPlane_iff.2 (Or.inl (by simpa using h))
    have ht := (Complex.continuousAt_arg hm).tendsto.comp hc
    rw [ha] at ht
    rw [hs, sub_self, mul_zero]
    exact ht
  · -- level at E: the point stays on the positive imaginary axis
    have hs : step E l = 1 / 2 := by simp [step, h]
    have hp : π * (1 - 1 / 2) = π / 2 := by ring
    rw [hs, hp]
    refine tendsto_const_nhds.congr' ?_
    filter_upwards [self_mem_nhdsWithin] with η hη
    have hη' : 0 < η := hη
    exact (Complex.arg_eq_pi_div_two_iff.2 ⟨by simp [h], by simpa using hη'⟩).symm
  · -- level above E: the negative real axis is approached from above
    have hs : step E l = 0 := by simp [step, not_lt.mpr h.le, h.ne']
    rw [hs, sub_zero, mul_one]
    refine (Complex.tendsto_arg_nhdsWithin_im_nonneg_of_re_neg_of_im_zero
      (z := (E : ℂ) - l) (by simpa using h) (by simp)).comp
      (tendsto_nhdsWithin_iff.2 ⟨hc, ?_⟩)
    filter_upwards [self_mem_nhdsWithin] with η hη
    have hη' : 0 < η := hη
    show 0 ≤ ((E : ℂ) + η * I - l).im
    simpa using hη'.le

/-- The midpoint count is the sum of the step weights of the eigenvalues. -/
theorem midCount_eq_sum (hH : H.IsHermitian) (E : ℝ) :
    midCount hH E = ∑ j, step E (hH.eigenvalues j) := by
  unfold midCount countBelow step
  simp only [Finset.card_filter, Nat.cast_sum, Nat.cast_ite, Nat.cast_one, Nat.cast_zero,
    Finset.sum_add_distrib, Finset.mul_sum]

/-- Off the spectrum the midpoint count equals `N(E)`. -/
theorem midCount_of_ne (hH : H.IsHermitian) {E : ℝ} (hE : ∀ j, hH.eigenvalues j ≠ E) :
    midCount hH E = countBelow hH E := by
  unfold midCount
  rw [Finset.filter_eq_empty_iff.2 fun j _ => hE j]
  simp

/-- For every real `E`, `-δ(E + iη)/π` tends, as `η` decreases to 0, to the midpoint count of
`H0 + V` minus that of `H0`. -/
theorem tendsto_phase_midCount (h0 : H0.IsHermitian) (hV : V.IsHermitian) (E : ℝ) :
    Tendsto (fun η : ℝ => -(1 / π) * phase h0 hV ((E : ℂ) + η * I)) (𝓝[>] 0)
      (𝓝 (midCount (h0.add hV) E - midCount h0 E)) := by
  have hπ : 1 / π * π = 1 := one_div_mul_cancel Real.pi_ne_zero
  have hval : midCount (h0.add hV) E - midCount h0 E
      = -(1 / π) * ∑ j, (π * (1 - step E ((h0.add hV).eigenvalues j))
          - π * (1 - step E (h0.eigenvalues j))) := by
    rw [midCount_eq_sum (h0.add hV), midCount_eq_sum h0, ← Finset.sum_sub_distrib,
      Finset.mul_sum]
    refine Finset.sum_congr rfl fun j _ => ?_
    linear_combination
      (step E (h0.eigenvalues j) - step E ((h0.add hV).eigenvalues j)) * hπ
  rw [hval]
  -- take the limit level by level
  exact (tendsto_finsetSum _ fun j _ =>
    (tendsto_arg_level E _).sub (tendsto_arg_level E _)).const_mul _

/-- For real `E` off the spectra of `H0` and `H0 + V`, `-δ(E + iη)/π` tends to
`N(E) - N0(E)` as `η` decreases to 0. -/
theorem tendsto_phase_countBelow (h0 : H0.IsHermitian) (hV : V.IsHermitian) {E : ℝ}
    (hE0 : ∀ j, h0.eigenvalues j ≠ E) (hE : ∀ j, (h0.add hV).eigenvalues j ≠ E) :
    Tendsto (fun η : ℝ => -(1 / π) * phase h0 hV ((E : ℂ) + η * I)) (𝓝[>] 0)
      (𝓝 ((countBelow (h0.add hV) E : ℝ) - countBelow h0 E)) := by
  rw [← midCount_of_ne (h0.add hV) hE, ← midCount_of_ne h0 hE0]
  exact tendsto_phase_midCount h0 hV E

/-- For real `E` off both spectra, `D(E)` is nonzero and
`D(E) = |D(E)| exp (-iπ (N(E) - N0(E)))`. -/
theorem lloydDet_real (h0 : H0.IsHermitian) (hV : V.IsHermitian) {E : ℝ}
    (hE0 : ∀ j, h0.eigenvalues j ≠ E) (hE : ∀ j, (h0.add hV).eigenvalues j ≠ E) :
    lloydDet H0 V E ≠ 0 ∧ lloydDet H0 V E = (‖lloydDet H0 V E‖ : ℂ) *
      Complex.exp (((-π * ((countBelow (h0.add hV) E : ℝ) - countBelow h0 E) : ℝ) : ℂ) * I) := by
  have hz0 : ∀ j, (E : ℂ) ≠ (h0.eigenvalues j : ℂ) :=
    fun j h => hE0 j (Complex.ofReal_injective h).symm
  have hz : ∀ j, (E : ℂ) ≠ ((h0.add hV).eigenvalues j : ℂ) :=
    fun j h => hE j (Complex.ofReal_injective h).symm
  -- on the real axis each argument is 0 or π
  have harg : ∀ l : ℝ, l ≠ E → arg ((E : ℂ) - l) = π * (1 - step E l) := by
    intro l hl
    rcases lt_or_gt_of_ne hl with h | h
    · have hs : step E l = 1 := by simp [step, h, hl]
      rw [hs, sub_self, mul_zero]
      exact Complex.arg_eq_zero_iff.2 ⟨by simpa using h.le, by simp⟩
    · have hs : step E l = 0 := by simp [step, not_lt.mpr h.le, hl]
      rw [hs, sub_zero, mul_one]
      exact Complex.arg_eq_pi_iff.2 ⟨by simpa using h, by simp⟩
  have hδ : phase h0 hV E = -π * ((countBelow (h0.add hV) E : ℝ) - countBelow h0 E) := by
    rw [← midCount_of_ne (h0.add hV) hE, ← midCount_of_ne h0 hE0,
      midCount_eq_sum (h0.add hV), midCount_eq_sum h0, ← Finset.sum_sub_distrib,
      Finset.mul_sum]
    refine Finset.sum_congr rfl fun j _ => ?_
    rw [harg _ (hE j), harg _ (hE0 j)]
    ring
  refine ⟨?_, ?_⟩
  · rw [lloydDet_eq_prod_div h0 hV hz0]
    exact div_ne_zero (Finset.prod_ne_zero_iff.2 fun j _ => sub_ne_zero.2 (hz j))
      (Finset.prod_ne_zero_iff.2 fun j _ => sub_ne_zero.2 (hz0 j))
  · rw [← hδ]
    exact lloydDet_polar h0 hV hz0

end

end LloydPhaseCounting
```

```lean
#print axioms LloydPhaseCounting.lloydDet_eq_prod_div_of_im_ne_zero
-- 'LloydPhaseCounting.lloydDet_eq_prod_div_of_im_ne_zero' depends on axioms: [propext, Classical.choice, Quot.sound]
#print axioms LloydPhaseCounting.tendsto_phase_midCount
-- 'LloydPhaseCounting.tendsto_phase_midCount' depends on axioms: [propext, Classical.choice, Quot.sound]
#print axioms LloydPhaseCounting.tendsto_phase_countBelow
-- 'LloydPhaseCounting.tendsto_phase_countBelow' depends on axioms: [propext, Classical.choice, Quot.sound]
#print axioms LloydPhaseCounting.lloydDet_real
-- 'LloydPhaseCounting.lloydDet_real' depends on axioms: [propext, Classical.choice, Quot.sound]
```

## Reading the statements

In Lean `n` is the finite set of basis labels, and `j` runs over it. The hypotheses `h0` and `hV` say that \(H_0\) and \(V\) are Hermitian; `h0.add hV` is the resulting statement for \(H_0+V\), so `(h0.add hV).eigenvalues j` is \(l_j\) and `h0.eigenvalues j` is \(l^0_j\). The pairing of \(l_j\) with \(l^0_j\) under one index has no meaning, since only the full sum enters `phase`. The definitions `green`, `lloydDet`, `phase`, `countBelow`, `midCount` and `step` are \(G_0\) (when applied to `H0`), \(D\), \(\delta\), \(N\), \(\bar N\) and \(s\). The filter `𝓝[>] 0` is \(\eta\downarrow0\), which with \(z=E+i\eta\) fixes the retarded convention and the minus sign in \(-\delta/\pi\). Mathlib assigns the zero matrix as inverse of a singular one, so `lloydDet` equals 1 at an eigenvalue of \(H_0\); every theorem about \(D\) excludes those points, through `hz` or `hE0`. In `lloydDet_polar`, \(z\) may be an eigenvalue of \(H\), where both sides are zero.

## How the proof follows the steps

`det_sub_eq_prod` is step 1, obtained by evaluating at \(z\) the characteristic polynomial, which `hH.charpoly_eq` supplies in factored form. In `lloydDet_eq_prod_div`, `hu` is invertibility of \(z-H_0\), `key` is the matrix identity of step 2, and `Matrix.det_mul` splits its determinant; `lloydDet_eq_prod_div_of_im_ne_zero` specialises to nonreal \(z\). In `lloydDet_polar`, `polar` is the product rule of step 3, used twice.

`tendsto_arg_level` is step 4. After `hc` shows that the point tends to \(E-l\), `lt_trichotomy l E` splits the cases: continuity of `arg` on `slitPlane` (the plane without the non-positive real axis), a constant \(\pi/2\), and Mathlib's one-sided limit at the negative axis from non-negative imaginary part. `midCount_eq_sum` and `midCount_of_ne` are the counting facts of step 5. `tendsto_phase_midCount` rewrites the target as a sum of level limits in `hval` and passes the limit through with `tendsto_finsetSum`; `tendsto_phase_countBelow` removes the bars. In `lloydDet_real`, `harg` and `hδ` are the two evaluations of step 6.

## Reach and limits

The limit theorems concern `phase`, which is built from eigenvalues. Its link to the determinant is `lloydDet_polar`, and that fixes \(\delta\) from a nonzero \(D\) only modulo \(2\pi\); on the real axis \(D(E)\) alone therefore carries the parity of \(N-N_0\). Following the phase continuously in energy, as described above for a code, is not among the theorems. The limits are pointwise in \(E\), with no rate in \(\eta\), and rounding is not modelled. The logarithmic derivative \(D'/D=\operatorname{Tr}(G-G_0)\), with \(G=(z-H)^{-1}\), is not among the theorems.

\(V\) is independent of energy and the basis has no overlap matrix, so the multiple-scattering determinant built from energy-dependent t-matrices and structure constants is a different object. At fixed finite \(n\) the limit is an integer or half-integer, whereas the partial-wave phase shifts in a Friedel sum belong to a host with continuous spectrum. Counts are per one-particle level, so spin is either part of the index or, for spin-degenerate levels, a separate factor of 2.

A neighbouring statement, argued here on paper only, is the approach from below the axis: repeating step 4 for \(E-l-i\eta\) gives the limits \(0,-\pi/2,-\pi\), so \(+\delta(E-i\eta)/\pi\) would tend to the same \(\bar N(E)-\bar N_0(E)\).
